# Consequences of $[A,[A,B]] = 0$: Jacobson, Kleinecke–Shirokov and Wielandt–Wintner

The formal statement has to decide what an operator is. Here operators are elements of an associative ring with unit, so that every product is defined and no domain question arises. Structure is added where the proofs below use it, not always in the weakest possible form: scalars from a field of characteristic zero for polynomials, a norm for estimates, completeness for spectra, and square matrices, here taken complex, for Cayley–Hamilton. The purely algebraic identities also apply to unbounded operators that map a common domain into itself, since the linear maps of that domain to itself form a ring; the results on norms and spectra concern elements of a normed algebra, such as the bounded operators on a Hilbert space. Throughout, $D X = \mathrm{ad}_A X = AX - XA$ and $C = [A,B] = DB$. The hypothesis $[A,[A,B]] = 0$, that is $DC = 0$, is assumed wherever it is used, except in the Wielandt–Wintner theorem, where it follows from $[A,B] = c1$, and in the three-level example, where it is checked.

## The commutator as a derivation

In Lean 4 with Mathlib:

```lean
import Mathlib

open Finset

namespace NestedCommutator

noncomputable section
```

These lines load Mathlib and open a namespace for the names that follow.

```lean
/-- The commutator `[A, X] = A X - X A`, viewed as the map `ad A` acting on `X`;
`(ad A)^[k] X` is the `k`-fold nested commutator `[A, [A, ..., [A, X]]]`. -/
def ad {R : Type*} [Ring R] (A X : R) : R := A * X - X * A
```

`ad A X` is $[A,X]$ in a ring `R`, with no factor of $i$ or $\hbar$. Given only its first argument, `ad A` is the map $D$, and `(ad A)^[k] X` is $D^k X$, with $D^0 X = X$. The hypothesis reads `ad A (ad A B) = 0`.

```lean
section RingLevel

variable {R : Type*} [Ring R]

/-- Leibniz rule: `[A, X Y] = [A, X] Y + X [A, Y]`. -/
theorem ad_mul (A X Y : R) : ad A (X * Y) = ad A X * Y + X * ad A Y := by
  unfold ad
  noncomm_ring
```

This is the Leibniz rule $D(XY) = (DX)Y + X\,DY$. By hand, the right side is $AXY - XAY + XAY - XYA$ and the middle terms cancel; `noncomm_ring` does this expansion without reordering factors.

```lean
/-- The nested commutator with `A` acts term by term on a finite linear combination of
operators. -/
theorem iterate_ad_sum {K ι : Type*} [CommRing K] [Algebra K R] (A : R) (k : ℕ)
    (s : Finset ι) (c : ι → K) (X : ι → R) :
    (ad A)^[k] (∑ i ∈ s, c i • X i) = ∑ i ∈ s, c i • (ad A)^[k] (X i) := by
  have h1 : ∀ Y : ι → R, ad A (∑ i ∈ s, c i • Y i) = ∑ i ∈ s, c i • ad A (Y i) := by
    intro Y
    simp only [ad, Finset.mul_sum, Finset.sum_mul, mul_smul_comm, smul_mul_assoc, smul_sub,
      Finset.sum_sub_distrib]
  induction k with
  | zero => simp
  | succ k ih =>
    simp only [Function.iterate_succ_apply', ih]
    exact h1 fun i => (ad A)^[k] (X i)
```

The symbol `•` is multiplication by a scalar. For scalars $c_i$ from a commutative ring `K`, operators $X_i$ and a finite index set `s`, the statement is $D^k \sum_i c_i X_i = \sum_i c_i D^k X_i$. The step `h1` is linearity of $D$, and induction on $k$ repeats it.

```lean
/-- If `[A, [A, B]] = 0`, then `A` commutes with every natural multiple of every power
of `[A, B]`. -/
theorem ad_nsmul_pow {A B : R} (h : ad A (ad A B) = 0) (c k : ℕ) :
    ad A (c • ad A B ^ k) = 0 := by
  have h' : A * ad A B - ad A B * A = 0 := h
  have hc : Commute A (ad A B) := sub_eq_zero.mp h'
  have he : A * (c • ad A B ^ k) = (c • ad A B ^ k) * A :=
    ((hc.pow_right k).smul_right c).eq
  exact sub_eq_zero.mpr he
```

For natural numbers $c$ and $k$, $D(c\,C^k) = 0$. Since $AC = CA$, the operator $A$ can be moved through each factor of $C^k$. With a natural number on the left, `•` means repeated addition, which makes sense in any ring.

```lean
/-- Iterated Leibniz rule when `[A, [A, B]] = 0`:
`ad_A^(m+1) (X B) = ad_A^(m+1) (X) B + (m+1) ad_A^m (X) [A, B]`. -/
theorem iterate_ad_mul {A B : R} (h : ad A (ad A B) = 0) (X : R) (m : ℕ) :
    (ad A)^[m + 1] (X * B)
      = (ad A)^[m + 1] X * B + (m + 1) • ((ad A)^[m] X * ad A B) := by
  have hadd : ∀ Y Z : R, ad A (Y + Z) = ad A Y + ad A Z := by
    intro Y Z
    unfold ad
    noncomm_ring
  have hsmul : ∀ (c : ℕ) (Y : R), ad A (c • Y) = c • ad A Y := by
    intro c Y
    simp only [ad, mul_smul_comm, smul_mul_assoc, smul_sub]
  induction m with
  | zero => simp [ad_mul]
  | succ m ih =>
    -- apply `ad A` once more; the term containing `[A, [A, B]]` drops out
    rw [Function.iterate_succ_apply' (ad A) (m + 1) (X * B), ih, hadd, hsmul,
      ad_mul A ((ad A)^[m + 1] X) B, ad_mul A ((ad A)^[m] X) (ad A B), h,
      Function.iterate_succ_apply' (ad A) (m + 1) X, Function.iterate_succ_apply' (ad A) m X]
    simp only [mul_zero, add_zero, add_smul, one_smul]
    abel
```

For every $X$ and every $m \ge 0$,
$$D^{m+1}(XB) = (D^{m+1}X)B + (m+1)(D^m X)C .$$
At $m = 0$ this is the Leibniz rule. Applying $D$ once more gives
$$(D^{m+2}X)B + (D^{m+1}X)C + (m+1)\left[(D^{m+1}X)C + (D^m X)\,DC\right],$$
and $DC = 0$ leaves $(D^{m+2}X)B + (m+2)(D^{m+1}X)C$. In the `rw` chain, `ih` inserts the formula for $m$, the two uses of `ad_mul` expand the products and `h` removes $DC$; `abel` collects the terms.

## The factorial identity

```lean
/-- If `[A, [A, B]] = 0`, then `ad_A^k (B^k) = k! [A, B]^k`. -/
theorem iterate_ad_pow_self {A B : R} (h : ad A (ad A B) = 0) (k : ℕ) :
    (ad A)^[k] (B ^ k) = k.factorial • ad A B ^ k := by
  induction k with
  | zero => simp
  | succ k ih =>
    rw [pow_succ B k, iterate_ad_mul h (B ^ k) k,
      Function.iterate_succ_apply' (ad A) k (B ^ k), ih, ad_nsmul_pow h, zero_mul, zero_add,
      smul_mul_assoc, smul_smul, Nat.factorial_succ, pow_succ (ad A B) k]
```

The claim is $D^k(B^k) = k!\,C^k$ in any ring. At $k = 0$ both sides are $1$. For the step, write $B^{k+1} = B^k B$ and use the iterated rule with $X = B^k$, $m = k$:
$$D^{k+1}(B^{k+1}) = D\big(D^k B^k\big)B + (k+1)(D^k B^k)C = D(k!\,C^k)B + (k+1)\,k!\,C^k C .$$
The first term vanishes by `ad_nsmul_pow`, and the second is $(k+1)!\,C^{k+1}$.

```lean
/-- If `[A, [A, B]] = 0`, then `ad_A^k (B^j) = 0` for `j < k`. -/
theorem iterate_ad_pow_of_lt {A B : R} (h : ad A (ad A B) = 0) {j k : ℕ} (hjk : j < k) :
    (ad A)^[k] (B ^ j) = 0 := by
  obtain ⟨t, rfl⟩ := Nat.exists_eq_add_of_lt hjk
  have e : j + t + 1 = t + (j + 1) := by omega
  have h0 : ad A (0 : R) = 0 := by simp [ad]
  -- `j` commutators give `j! [A, B]^j`, the next one gives zero
  rw [e, Function.iterate_add_apply (ad A) t (j + 1) (B ^ j),
    Function.iterate_succ_apply' (ad A) j (B ^ j), iterate_ad_pow_self h, ad_nsmul_pow h]
  exact Function.iterate_fixed h0 t
```

For $j < k$, $D^k(B^j) = 0$. Write $k = t + (j+1)$ with $t \ge 0$. The first $j$ commutators give $j!\,C^j$, the next gives $0$, and the remaining $t$ keep it $0$, which is the use of `Function.iterate_fixed`.

## Nilpotency

```lean
/-- Jacobson's lemma: in an algebra over a field of characteristic zero, if
`[A, [A, B]] = 0` and `B` is a root of a nonzero polynomial of degree `d`,
then `[A, B]^d = 0`. -/
theorem jacobson_lemma {K : Type*} [Field K] [CharZero K] [Algebra K R] {A B : R}
    (h : ad A (ad A B) = 0) (p : Polynomial K) (hp0 : p ≠ 0)
    (hp : Polynomial.aeval B p = 0) : ad A B ^ p.natDegree = 0 := by
  have hsum : Polynomial.aeval B p = ∑ i ∈ range (p.natDegree + 1), p.coeff i • B ^ i :=
    Polynomial.aeval_eq_sum_range B
  have hz : ad A (0 : R) = 0 := by simp [ad]
  -- apply `ad_A^d` to `p(B) = 0`
  have h0 : (ad A)^[p.natDegree]
      (∑ i ∈ range (p.natDegree + 1), p.coeff i • B ^ i) = 0 := by
    rw [← hsum, hp]
    exact Function.iterate_fixed hz _
  have h1 : (ad A)^[p.natDegree] (∑ i ∈ range (p.natDegree + 1), p.coeff i • B ^ i)
      = ∑ i ∈ range (p.natDegree + 1), p.coeff i • (ad A)^[p.natDegree] (B ^ i) :=
    iterate_ad_sum A p.natDegree _ (fun i => p.coeff i) (fun i => B ^ i)
  -- all powers below the leading one are annihilated
  have hlow : ∑ i ∈ range p.natDegree, p.coeff i • (ad A)^[p.natDegree] (B ^ i) = 0 :=
    Finset.sum_eq_zero fun i hi => by
      rw [iterate_ad_pow_of_lt h (Finset.mem_range.mp hi), smul_zero]
  rw [h1, Finset.sum_range_succ, hlow, zero_add, iterate_ad_pow_self h,
    ← Nat.cast_smul_eq_nsmul K, smul_smul] at h0
  have hne : p.coeff p.natDegree * (p.natDegree.factorial : K) ≠ 0 :=
    mul_ne_zero (Polynomial.leadingCoeff_ne_zero.mpr hp0)
      (Nat.cast_ne_zero.mpr (Nat.factorial_ne_zero _))
  calc ad A B ^ p.natDegree
      = (p.coeff p.natDegree * (p.natDegree.factorial : K))⁻¹ •
          ((p.coeff p.natDegree * (p.natDegree.factorial : K)) • ad A B ^ p.natDegree) :=
        (inv_smul_smul₀ hne _).symm
    _ = 0 := by rw [h0, smul_zero]

end RingLevel
```

Now `R` is an algebra over a field `K` of characteristic zero, of any dimension. `Polynomial.aeval B p` is $p(B)$, `p.natDegree` is the degree $d$, and `p.coeff i` is the coefficient $p_i$. If $p \ne 0$ and $p(B) = 0$, then $C^d = 0$. By hand,
$$0 = D^d\, p(B) = \sum_{i=0}^{d} p_i\, D^d(B^i) = p_d\, d!\, C^d .$$
The first two equalities are `h0` and `h1`; `hlow` removes the terms with $i < d$. The scalar $p_d\, d!$ is nonzero (`hne`) because $p_d$ is the leading coefficient and the characteristic is zero, so the final `calc` divides by it.

```lean
/-- For complex square matrices with `[A, [A, B]] = 0`: `ad_A^k (B^k) = k! [A, B]^k`,
`ad_A^k (B^j) = 0` for `j < k`, and `[A, B]` raised to the matrix dimension vanishes. -/
theorem matrix_nested_commutator {n : Type*} [Fintype n] [DecidableEq n]
    (A B : Matrix n n ℂ) (h : ad A (ad A B) = 0) :
    (∀ k : ℕ, (ad A)^[k] (B ^ k) = k.factorial • ad A B ^ k) ∧
      (∀ j k : ℕ, j < k → (ad A)^[k] (B ^ j) = 0) ∧
      ad A B ^ Fintype.card n = 0 := by
  refine ⟨iterate_ad_pow_self h, fun j k hjk => iterate_ad_pow_of_lt h hjk, ?_⟩
  -- Cayley-Hamilton supplies the annihilating polynomial
  have hJ := jacobson_lemma (K := ℂ) h B.charpoly (Matrix.charpoly_monic B).ne_zero
    (Matrix.aeval_self_charpoly B)
  rwa [Matrix.charpoly_natDegree_eq_dim] at hJ
```

The index type `n` is any finite set of basis labels, and `Fintype.card n` is their number $N$. For complex $N \times N$ matrices with $[A,[A,B]] = 0$, three statements hold together (`∧`): the factorial identity for all $k$, the vanishing for all $j < k$, and $C^N = 0$. Neither matrix has to be Hermitian. If $A$ is Hermitian, the hypothesis already forces $C = 0$: in an orthonormal eigenbasis of $A$ with eigenvalues $a_i$ it reads $(a_i - a_j)^2 B_{ij} = 0$, so every entry $C_{ij} = (a_i - a_j) B_{ij}$ vanishes. A nonzero $C$ therefore requires a non-Hermitian $A$, as in the three-level example below. The characteristic polynomial `B.charpoly` is monic, hence nonzero, has degree $N$, and annihilates $B$ by Cayley–Hamilton (`Matrix.aeval_self_charpoly`), so Jacobson's lemma applies with $d = N$.

## Norms and spectrum

```lean
section Normed

variable {R : Type*} [NormedRing R] [NormedAlgebra ℂ R] [NormOneClass R]

/-- In a complex normed algebra with `‖1‖ = 1`, if `[A, [A, B]] = 0` then
`k! ‖[A, B]^k‖ ≤ (2 ‖A‖ ‖B‖)^k`. -/
theorem factorial_mul_norm_pow_le {A B : R} (h : ad A (ad A B) = 0) (k : ℕ) :
    (k.factorial : ℝ) * ‖ad A B ^ k‖ ≤ (2 * ‖A‖ * ‖B‖) ^ k := by
  have h1 : ∀ Y : R, ‖ad A Y‖ ≤ 2 * ‖A‖ * ‖Y‖ := by
    intro Y
    have a := norm_sub_le (A * Y) (Y * A)
    have b := norm_mul_le A Y
    have c := norm_mul_le Y A
    unfold ad
    linarith
  -- each commutator with `A` costs at most a factor `2 ‖A‖`
  have hD : ∀ (m : ℕ) (X : R), ‖(ad A)^[m] X‖ ≤ (2 * ‖A‖) ^ m * ‖X‖ := by
    intro m X
    induction m with
    | zero => simp
    | succ m ih =>
      rw [Function.iterate_succ_apply' (ad A) m X]
      calc ‖ad A ((ad A)^[m] X)‖ ≤ 2 * ‖A‖ * ‖(ad A)^[m] X‖ := h1 _
        _ ≤ 2 * ‖A‖ * ((2 * ‖A‖) ^ m * ‖X‖) :=
            mul_le_mul_of_nonneg_left ih (by positivity)
        _ = (2 * ‖A‖) ^ (m + 1) * ‖X‖ := by ring
  have hn : ‖k.factorial • ad A B ^ k‖ = (k.factorial : ℝ) * ‖ad A B ^ k‖ := by
    rw [← Nat.cast_smul_eq_nsmul ℂ, norm_smul]
    simp
  calc (k.factorial : ℝ) * ‖ad A B ^ k‖ = ‖(ad A)^[k] (B ^ k)‖ := by
        rw [iterate_ad_pow_self h, hn]
    _ ≤ (2 * ‖A‖) ^ k * ‖B ^ k‖ := hD k _
    _ ≤ (2 * ‖A‖) ^ k * ‖B‖ ^ k :=
        mul_le_mul_of_nonneg_left (norm_pow_le B k) (by positivity)
    _ = (2 * ‖A‖ * ‖B‖) ^ k := (mul_pow _ _ _).symm
```

`R` is now a complex algebra with a norm obeying $\|XY\| \le \|X\|\|Y\|$, and `NormOneClass R` adds $\|1\| = 1$. The triangle inequality gives $\|DY\| \le 2\|A\|\|Y\|$ (`h1`), iteration gives $\|D^m X\| \le (2\|A\|)^m\|X\|$ (`hD`), and therefore
$$k!\,\|C^k\| = \|D^k B^k\| \le (2\|A\|)^k \|B^k\| \le (2\|A\|\|B\|)^k ,$$
which are the lines of the closing `calc`.

```lean
/-- Kleinecke-Shirokov theorem: in a complex Banach algebra with `‖1‖ = 1`, if
`[A, [A, B]] = 0` then the spectrum of `[A, B]` is the single point `0`. -/
theorem kleinecke_shirokov [CompleteSpace R] {A B : R} (h : ad A (ad A B) = 0) :
    spectrum ℂ (ad A B) = {0} := by
  have : Nontrivial R := ⟨⟨1, 0, fun h10 => by
    have h1 : ‖(1 : R)‖ = 1 := norm_one
    rw [h10, norm_zero] at h1
    exact zero_ne_one h1⟩⟩
  refine Set.eq_singleton_iff_nonempty_unique_mem.mpr
    ⟨spectrum.nonempty _, fun z hz => ?_⟩
  by_contra hz0
  have hzpos : 0 < ‖z‖ := norm_pos_iff.mpr hz0
  -- a spectral value obeys `k! |z|^k ≤ (2 ‖A‖ ‖B‖)^k` for every `k`
  have hk : ∀ k : ℕ, (1 : ℝ) ≤ (2 * ‖A‖ * ‖B‖ / ‖z‖) ^ k / (k.factorial : ℝ) := by
    intro k
    have h1 : ‖z‖ ^ k ≤ ‖ad A B ^ k‖ := by
      rw [← norm_pow]
      exact spectrum.norm_le_norm_of_mem (spectrum.pow_mem_pow _ k hz)
    have h2 := factorial_mul_norm_pow_le h k
    have hf : (0 : ℝ) < (k.factorial : ℝ) := by exact_mod_cast k.factorial_pos
    rw [div_pow, le_div_iff₀ hf, le_div_iff₀ (pow_pos hzpos k), one_mul]
    exact (mul_le_mul_of_nonneg_left h1 hf.le).trans h2
  -- but `r^k / k!` tends to zero
  have hlim : (1 : ℝ) ≤ 0 :=
    ge_of_tendsto'
      (Real.summable_pow_div_factorial (2 * ‖A‖ * ‖B‖ / ‖z‖)).tendsto_atTop_zero hk
  linarith
```

`CompleteSpace R` makes `R` a Banach algebra. The set `spectrum ℂ (ad A B)` consists of the complex $z$ for which $z1 - C$ has no inverse in `R`, and the theorem says that it equals $\{0\}$. The conclusion concerns the spectrum; it does not say that a power of $C$ vanishes. Because $\|1\| = 1$, one has $1 \ne 0$, and Mathlib then supplies that the spectrum is nonempty. Suppose $z \ne 0$ lies in it. Then $z^k$ lies in the spectrum of $C^k$, so $|z|^k \le \|C^k\|$, and the norm bound gives $1 \le r^k/k!$ for all $k$, where $r = 2\|A\|\|B\|/|z|$ (`hk`). The series $\sum_k r^k/k!$ converges, so its terms tend to $0$ and $1 \le 0$ (`hlim`), a contradiction.

```lean
/-- Wielandt-Wintner theorem: in a complex Banach algebra with `‖1‖ = 1`, the relation
`[A, B] = c 1` forces `c = 0`. -/
theorem wielandt_wintner [CompleteSpace R] {A B : R} {c : ℂ}
    (h : ad A B = c • (1 : R)) : c = 0 := by
  have : Nontrivial R := ⟨⟨1, 0, fun h10 => by
    have h1 : ‖(1 : R)‖ = 1 := norm_one
    rw [h10, norm_zero] at h1
    exact zero_ne_one h1⟩⟩
  have h2 : ad A (ad A B) = 0 := by
    rw [h]
    simp [ad]
  have hc : c ∈ spectrum ℂ (ad A B) := by
    rw [spectrum.mem_iff, h, Algebra.algebraMap_eq_smul_one, sub_self]
    exact not_isUnit_zero
  rw [kleinecke_shirokov h2] at hc
  exact Set.mem_singleton_iff.mp hc

end Normed
```

If $[A,B] = c1$ with $c$ complex, then $c = 0$. A multiple of the identity commutes with $A$ (`h2`), and $c1 - C = 0$ is not invertible (`hc`), so $c$ lies in the spectrum $\{0\}$. For quantum mechanics this means that the canonical relation $[x,p] = i\hbar 1$ between position $x$ and momentum $p$, with the reduced Planck constant $\hbar \ne 0$, cannot hold exactly between elements of such an algebra, a statement restricted to bounded, everywhere defined operators.

## A three-level example

```lean
/-- The lowering shift on three levels, with ones just above the diagonal. -/
def shift : Matrix (Fin 3) (Fin 3) ℂ := !![0, 1, 0; 0, 0, 1; 0, 0, 0]
```

Rows and columns are labelled $0, 1, 2$. The matrix has ones at positions $(0,1)$ and $(1,2)$, so it sends level $j$ to level $j-1$ and level $0$ to zero, without the factors $\sqrt{j}$ of the oscillator lowering operator.

```lean
/-- The level-counting operator `diag (0, 1, 2)` on three levels. -/
def number : Matrix (Fin 3) (Fin 3) ℂ := !![0, 0, 0; 0, 1, 0; 0, 0, 2]
```

This is $\mathrm{diag}(0,1,2)$.

```lean
/-- The three-level shift `A` and level counter `B` satisfy `[A, [A, B]] = 0` while
`[A, B]^2 ≠ 0`. -/
theorem nested_commutator_witness :
    ad shift (ad shift number) = 0 ∧ ad shift number ^ 2 ≠ 0 := by
  -- the ladder relation `[A, B] = A`
  have h1 : ad shift number = shift := by
    ext i j
    fin_cases i <;> fin_cases j <;>
      simp [ad, shift, number] <;> norm_num
  rw [h1]
  refine ⟨sub_self _, fun h => ?_⟩
  rw [pow_two] at h
  have h02 := congrFun (congrFun h 0) 2
  simp [shift, Matrix.mul_apply, Fin.sum_univ_succ] at h02

end

end NestedCommutator
```

With $A$ the shift and $B$ the level counter, $AB$ has entries $1$ and $2$ at $(0,1)$ and $(1,2)$, while $BA$ has $0$ and $1$ there; all other entries vanish. Hence $C = A$ (`h1`, checked entry by entry) and $[A,C] = [A,A] = 0$. The entry $(0,2)$ of $C^2 = A^2$ is $1$, so $C^2 \ne 0$. For $N = 3$ the exponent in $C^N = 0$ thus cannot be lowered to $2$; other sizes are not examined.

```lean
#print axioms NestedCommutator.matrix_nested_commutator
-- 'NestedCommutator.matrix_nested_commutator' depends on axioms: [propext, Classical.choice, Quot.sound]
#print axioms NestedCommutator.wielandt_wintner
-- 'NestedCommutator.wielandt_wintner' depends on axioms: [propext, Classical.choice, Quot.sound]
```

## Another way to model it

The map $D$ could have been defined as a linear map on the algebra, left multiplication by $A$ minus right multiplication by $A$, with $D^k$ its power under composition. Linearity would then be part of the object, so `iterate_ad_sum`, `hadd` and `hsmul` would follow from general lemmas, but the definition would carry a ring of scalars as a parameter, taken for instance to be the integers for the ring identities and `K` for Jacobson's lemma. The content of the theorems would stay the same.
